# The constant a²/2 has expectation value a²/2 in the 1s state for every nuclear charge Z > 0

The theorem `diamagneticShift_eq` concerns a non-relativistic one-electron atom with a fixed point nucleus of charge Z > 0, in atomic units. Its 1s state has the unnormalised orbital exp(−Zr). The theorem says that the expectation value of the constant a²/2 in the normalised state is a²/2, for every real a. This constant is the value of the diamagnetic term A²/2 when the vector potential A has the same magnitude |a| everywhere. The result rests on normalisation: 4Z³ times the integral of exp(−Zr)² r² over r > 0 equals 1, where 4Z³ is the normalisation factor Z³/π times the 4π from the integral over angles. The proof rewrites the integrand as r² exp(−2Zr), evaluates the integral with the formula n!/bⁿ⁺¹ for n = 2 and b = 2Z, and multiplies the resulting 1 by a²/2.

The first attempt, which Lean rejects:

```lean
import Mathlib

open MeasureTheory Set

noncomputable section

namespace HydrogenGaugeOrigin

/-- The unnormalised 1s orbital `exp(-Z r)` of a one-electron atom with nuclear charge `Z`. -/
def orbital (Z r : ℝ) : ℝ := Real.exp (-Z * r)

/-- The diamagnetic shift: the expectation value of `a²/2` in the normalised 1s state. -/
def diamagneticShift (Z a : ℝ) : ℝ :=
  a ^ 2 / 2 * (4 * Z ^ 3 * ∫ r in Ioi (0 : ℝ), orbital Z r ^ 2 * r ^ 2)

lemma orbital_mul_self (Z r : ℝ) : orbital Z r * orbital Z r = Real.exp (-(2 * Z * r)) := by
  unfold orbital
  rw [← Real.exp_add]
  congr 1
  ring

/-- The radial moments of an exponential density: the integral of `r^n exp(-b r)` over `r > 0`
is `n! / b^(n+1)`. -/
theorem radial_moment (n : ℕ) {b : ℝ} (hb : 0 < b) :
    ∫ r in Ioi (0 : ℝ), r ^ n * Real.exp (-(b * r)) = (n.factorial : ℝ) / b ^ (n + 1) := by
  have h := Real.integral_rpow_mul_exp_neg_mul_Ioi (a := (n : ℝ) + 1) (r := b)
    (by positivity) hb
  rw [add_sub_cancel_right, Real.Gamma_nat_eq_factorial] at h
  simp only [Real.rpow_natCast] at h
  have e := Real.rpow_natCast (1 / b) (n + 1)
  rw [Nat.cast_add, Nat.cast_one] at e
  rw [h, e, one_div, inv_pow, div_eq_mul_inv, mul_comm]

/-- The diamagnetic shift of the 1s state is `a²/2` for every nuclear charge `Z > 0`. -/
theorem diamagneticShift_eq {Z : ℝ} (hZ : 0 < Z) (a : ℝ) :
    diamagneticShift Z a = a ^ 2 / 2 := by
  have h : ∫ r in Ioi (0 : ℝ), orbital Z r ^ 2 * r ^ 2
      = ∫ r in Ioi (0 : ℝ), r ^ 2 * Real.exp (-(2 * Z * r)) := by
    refine setIntegral_congr_fun measurableSet_Ioi fun r _ => ?_
    simp only []
    linear_combination (r ^ 2) * orbital_mul_self Z r
  have h2 : ((Nat.factorial 2 : ℕ) : ℝ) = 2 := by norm_num [Nat.factorial]
  -- the 1s density is normalised
  have hn : 4 * Z ^ 3 * ∫ r in Ioi (0 : ℝ), orbital Z r ^ 2 * r ^ 2 = 1 := by
    rw [h, radial_moment 2 (by positivity), h2, ← mul_div_assoc, div_eq_iff (by positivity)]
    ring
  unfold diamagneticShift
  rw [hn, mul_one]

end HydrogenGaugeOrigin
```

The error:

```
Main.lean:40:4: error: `simp` made no progress
```

The repair, with which the file compiles:

```diff
@@ -38,5 +38,5 @@
       = ∫ r in Ioi (0 : ℝ), r ^ 2 * Real.exp (-(2 * Z * r)) := by
     refine setIntegral_congr_fun measurableSet_Ioi fun r _ => ?_
-    simp only []
+    show orbital Z r ^ 2 * r ^ 2 = r ^ 2 * Real.exp (-(2 * Z * r))
     linear_combination (r ^ 2) * orbital_mul_self Z r
   have h2 : ((Nat.factorial 2 : ℕ) : ℝ) = 2 := by norm_num [Nat.factorial]
```

Diagnosis. The error comes from the step that shows the two integrands are equal at each r. After `refine setIntegral_congr_fun ...`, the goal is an equation between the two integrands at the point `r`. The call `simp only []` has no lemmas to rewrite with, so all it could usefully do here is basic reduction, such as turning a function applied to `r` into its value. The message says that it found nothing to change, and `simp` counts that as an error.

The repair puts a `show` in its place, which writes out the expected equation. Lean accepts `show` when the stated goal agrees with the current one by definition, even if nothing needs reducing, so this step no longer fails. The next line, `linear_combination`, is unchanged and proves the equation by multiplying `orbital_mul_self Z r` by `r ^ 2`.
